# In a finite, stable harmonic crystal with mass disorder, the virtual crystal never overestimates the mean squared maximum frequency

Replace the random masses of an isotopically mixed crystal by their means, and the top of the phonon spectrum can move. Without a result on the sign of that shift, the virtual-crystal value could lie on either side of the configurational average. For finite harmonic lattice-dynamics simulations with fixed force constants, the inequality below settles the side: the virtual crystal gives a squared maximum frequency at or below the average.

Let $K$ be the real force-constant matrix and $m_i>0$ the mass belonging to displacement coordinate $i$, with $M=\mathrm{diag}(m)$. The dynamical matrix is $D_{ij}=K_{ij}/\sqrt{m_im_j}$. Its eigenvalues are the squared angular frequencies, $\mathrm{top}(m)$ is the largest of them, and $\omega(m)=\sqrt{\mathrm{top}(m)}$.

In Lean, the finite type `n` labels the coordinates, so an atom in three dimensions takes three labels with equal masses. `top` is defined as a supremum, and `maxFrequency` is $\omega$.

```lean
import Mathlib

open Matrix

namespace VirtualCrystal

noncomputable section

variable {n : Type*} [Fintype n]

/-- The dynamical matrix `M^(-1/2) K M^(-1/2)` of a crystal with force constants `K` and
positive masses `m`. -/
def dynamicalMatrix (K : Matrix n n ℝ) (m : n → ℝ) : Matrix n n ℝ :=
  Matrix.of fun i j => K i j / (Real.sqrt (m i) * Real.sqrt (m j))

/-- The squared mode frequencies: the eigenvalues of the dynamical matrix, for symmetric force
constants and positive masses. -/
def squaredFrequencies (K : Matrix n n ℝ) (m : n → ℝ) : Set ℝ :=
  {s | ∃ v : n → ℝ, v ≠ 0 ∧ dynamicalMatrix K m *ᵥ v = s • v}

/-- The squared maximum frequency, as the supremum of the squared mode frequencies, for symmetric
force constants and positive masses. -/
def top (K : Matrix n n ℝ) (m : n → ℝ) : ℝ := sSup (squaredFrequencies K m)

/-- The maximum frequency, the square root of `top`, for positive semidefinite force constants
and positive masses. -/
def maxFrequency (K : Matrix n n ℝ) (m : n → ℝ) : ℝ := Real.sqrt (top K m)
```

## Symmetric force constants

Symmetry, `K.IsHermitian` for a real matrix, holds because $K$ contains second derivatives of a potential energy. It makes $D$ symmetric, so $D$ has an orthonormal eigenbasis $b_j$ with eigenvalues $\lambda_j$, and
$$\sum_j (x\cdot b_j)(b_j\cdot y)=x\cdot y .$$

`exists_eigenbasis` extracts these facts from Mathlib's spectral theorem. For arbitrary real $K$ there may be no largest real eigenvalue: with unit masses, $K=\begin{pmatrix}0&1\\-1&0\end{pmatrix}$ has no real eigenvalue at all.

```lean
/-- For symmetric force constants the dynamical matrix has a complete set of eigenvectors `b j`
with eigenvalues `lam j`, and inner products can be expanded in them. -/
theorem exists_eigenbasis {K : Matrix n n ℝ} (hK : K.IsHermitian) (m : n → ℝ) :
    ∃ (lam : n → ℝ) (b : n → n → ℝ), (∀ j, b j ≠ 0) ∧
      (∀ j, dynamicalMatrix K m *ᵥ b j = lam j • b j) ∧
      (∀ j x, b j ⬝ᵥ dynamicalMatrix K m *ᵥ x = lam j * (b j ⬝ᵥ x)) ∧
      ∀ x y, ∑ j, (x ⬝ᵥ b j) * (b j ⬝ᵥ y) = x ⬝ᵥ y := by
  classical
  have hD : (dynamicalMatrix K m).IsHermitian := Matrix.IsHermitian.ext fun i j => by
    have h := hK.apply i j
    rw [star_trivial] at h
    simp only [dynamicalMatrix, Matrix.of_apply, star_trivial]
    rw [h, mul_comm (Real.sqrt (m j))]
  have hT : (dynamicalMatrix K m)ᵀ = dynamicalMatrix K m :=
    (Matrix.conjTranspose_eq_transpose_of_trivial _).symm.trans hD
  have heig := hD.mulVec_eigenvectorBasis
  refine ⟨hD.eigenvalues, fun j => (hD.eigenvectorBasis j).ofLp, fun j h => ?_,
    fun j => heig j, fun j x => ?_, fun x y => ?_⟩
  · exact hD.eigenvectorBasis.orthonormal.ne_zero j (by ext i; exact congrFun h i)
  · rw [Matrix.dotProduct_mulVec, ← Matrix.mulVec_transpose, hT, heig j, smul_dotProduct,
      smul_eq_mul]
  · have hin : ∀ a b : EuclideanSpace ℝ n, inner ℝ a b = a.ofLp ⬝ᵥ b.ofLp := by
      intro a b
      rw [EuclideanSpace.inner_eq_star_dotProduct, star_trivial, dotProduct_comm]
    have h := hD.eigenvectorBasis.sum_inner_mul_inner (WithLp.toLp 2 x) (WithLp.toLp 2 y)
    simp only [hin] at h
    exact h
```

## Positive masses

Positive masses permit the change of variables $v_i=\sqrt{m_i}\,u_i$. Then $(Dv)_i=(Ku)_i/\sqrt{m_i}$, so $Dv=sv$ is the equation of motion $Ku=sMu$. The next two theorems carry out this change in both directions, with `hm` supplying the nonzero square roots.

Allowing zero masses would break the final bound as coded. Lean's division by zero returns zero, so an oscillator with spring constant $1$ and equally likely masses $0$ and $2$ would have mean `top` $1/4$, against $1$ at the mean mass.

```lean
/-- For positive masses, the dynamical matrix acts on mass-weighted displacements `√m u` as the
force constants act on `u`, up to a factor `1/√m`. -/
theorem dynamicalMatrix_mulVec (K : Matrix n n ℝ) {m : n → ℝ} (hm : ∀ i, 0 < m i)
    (u : n → ℝ) : dynamicalMatrix K m *ᵥ (fun i => Real.sqrt (m i) * u i) =
      fun i => (K *ᵥ u) i / Real.sqrt (m i) := by
  funext i
  simp only [Matrix.mulVec, dotProduct, dynamicalMatrix, Matrix.of_apply, Finset.sum_div]
  refine Finset.sum_congr rfl fun j _ => ?_
  have hi := (Real.sqrt_pos.2 (hm i)).ne'
  have hj := (Real.sqrt_pos.2 (hm j)).ne'
  field_simp

/-- For positive masses, `s` is a squared mode frequency exactly when the equation of motion
`K u = s M u` has a nonzero solution. -/
theorem mem_squaredFrequencies_iff (K : Matrix n n ℝ) {m : n → ℝ} (hm : ∀ i, 0 < m i)
    (s : ℝ) : s ∈ squaredFrequencies K m ↔
      ∃ u : n → ℝ, u ≠ 0 ∧ ∀ i, (K *ᵥ u) i = s * (m i * u i) := by
  have hs : ∀ i, Real.sqrt (m i) ≠ 0 := fun i => (Real.sqrt_pos.2 (hm i)).ne'
  have hq : ∀ i, Real.sqrt (m i) * Real.sqrt (m i) = m i := fun i =>
    Real.mul_self_sqrt (hm i).le
  constructor
  · rintro ⟨v, hv, h⟩
    -- undo the mass weighting
    obtain ⟨u, rfl⟩ : ∃ u : n → ℝ, v = fun i => Real.sqrt (m i) * u i :=
      ⟨fun i => v i / Real.sqrt (m i), by funext i; have := hs i; field_simp⟩
    refine ⟨u, fun h0 => hv (by funext i; simp [h0]), fun i => ?_⟩
    rw [dynamicalMatrix_mulVec K hm u] at h
    have h2 : (K *ᵥ u) i / Real.sqrt (m i) = s * (Real.sqrt (m i) * u i) := congrFun h i
    rw [div_eq_iff (hs i)] at h2
    linear_combination h2 + s * u i * hq i
  · rintro ⟨u, hu, h⟩
    refine ⟨fun i => Real.sqrt (m i) * u i, fun h0 => hu ?_, ?_⟩
    · funext i
      have h1 : Real.sqrt (m i) * u i = 0 := congrFun h0 i
      exact (mul_eq_zero.1 h1).resolve_left (hs i)
    · rw [dynamicalMatrix_mulVec K hm u]
      funext i
      show (K *ᵥ u) i / Real.sqrt (m i) = s * (Real.sqrt (m i) * u i)
      rw [div_eq_iff (hs i), h i]
      linear_combination (-s * u i) * hq i
```

## At least one coordinate

`[Nonempty n]` says that something can vibrate; otherwise there is no eigenvalue to call the largest. If $Dv=sv$ with $v\neq0$, symmetry gives $(s-\lambda_j)(b_j\cdot v)=0$ for every $j$. Were $s$ none of the $\lambda_j$, then $v$ would be orthogonal to the whole basis and hence zero. The set of squared frequencies is therefore finite and, with a coordinate present, nonempty. `top_isGreatest` concludes that the supremum is attained.

```lean
/-- For symmetric force constants and at least one coordinate, `top` is the largest eigenvalue of
the dynamical matrix. -/
theorem top_isGreatest [Nonempty n] {K : Matrix n n ℝ} (hK : K.IsHermitian) (m : n → ℝ) :
    IsGreatest (squaredFrequencies K m) (top K m) := by
  obtain ⟨lam, b, hb0, hb, hsym, hP⟩ := exists_eigenbasis hK m
  have hsub : squaredFrequencies K m ⊆ Set.range lam := by
    rintro s ⟨v, hv, h⟩
    by_contra hs
    -- otherwise `v` would be orthogonal to the whole eigenbasis
    have hz : ∀ j, v ⬝ᵥ b j = 0 := by
      intro j
      have h1 := hsym j v
      rw [h, dotProduct_smul, smul_eq_mul] at h1
      have h2 : (s - lam j) * (b j ⬝ᵥ v) = 0 := by linear_combination h1
      have hne : s - lam j ≠ 0 := fun h0 => hs ⟨j, by linarith⟩
      rw [dotProduct_comm]
      exact (mul_eq_zero.1 h2).resolve_left hne
    apply hv
    apply dotProduct_self_eq_zero.1
    rw [← hP v v]
    exact Finset.sum_eq_zero fun j _ => by rw [hz j, zero_mul]
  have hfin := (Set.finite_range lam).subset hsub
  obtain ⟨j⟩ := ‹Nonempty n›
  have hne : (squaredFrequencies K m).Nonempty := ⟨lam j, b j, hb0 j, hb j⟩
  exact ⟨hne.csSup_mem hfin, fun s hs => le_csSup hfin.bddAbove hs⟩
```

Expanding $v=\sqrt M u$ in the eigenbasis now gives the Rayleigh bound
$$u^TKu=v^TDv=\sum_j\lambda_j(b_j\cdot v)^2\le \mathrm{top}(m)\sum_j(b_j\cdot v)^2=\mathrm{top}(m)\,u^TMu .$$
`rayleigh_le` makes the same comparison mode by mode.

```lean
/-- Rayleigh bound: for symmetric force constants and positive masses, every displacement `u`
satisfies `uᵀ K u ≤ top · uᵀ M u`. -/
theorem rayleigh_le [Nonempty n] {K : Matrix n n ℝ} (hK : K.IsHermitian) {m : n → ℝ}
    (hm : ∀ i, 0 < m i) (u : n → ℝ) :
    u ⬝ᵥ K *ᵥ u ≤ top K m * ∑ i, m i * u i ^ 2 := by
  obtain ⟨lam, b, hb0, hb, hsym, hP⟩ := exists_eigenbasis hK m
  obtain ⟨v, hv⟩ : ∃ v : n → ℝ, v = fun i => Real.sqrt (m i) * u i := ⟨_, rfl⟩
  have h1 : v ⬝ᵥ dynamicalMatrix K m *ᵥ v = u ⬝ᵥ K *ᵥ u := by
    rw [hv, dynamicalMatrix_mulVec K hm u]
    simp only [dotProduct]
    refine Finset.sum_congr rfl fun i _ => ?_
    have hi := (Real.sqrt_pos.2 (hm i)).ne'
    field_simp
  have h2 : v ⬝ᵥ v = ∑ i, m i * u i ^ 2 := by
    rw [hv]
    simp only [dotProduct]
    refine Finset.sum_congr rfl fun i _ => ?_
    linear_combination u i ^ 2 * Real.mul_self_sqrt (hm i).le
  -- compare the two quadratic forms mode by mode
  rw [← h1, ← h2, ← hP v (dynamicalMatrix K m *ᵥ v), ← hP v v, Finset.mul_sum]
  refine Finset.sum_le_sum fun j _ => ?_
  have hj : lam j ≤ top K m := (top_isGreatest hK m).2 ⟨b j, hb0 j, hb j⟩
  rw [hsym j v, dotProduct_comm (b j) v]
  nlinarith [mul_le_mul_of_nonneg_right hj (mul_self_nonneg (v ⬝ᵥ b j))]
```

## Stability of the lattice

Positive semidefiniteness, `K.PosSemidef`, means that no displacement lowers the harmonic energy; zero modes such as translations are allowed. Taking every $u_i=1$ in the Rayleigh bound gives $0\le u^TKu\le\mathrm{top}(m)\sum_i m_i$, so $\mathrm{top}(m)\ge0$ and $\omega(m)^2=\mathrm{top}(m)$.

```lean
/-- For positive semidefinite force constants and positive masses, the squared maximum
frequency is non-negative. -/
theorem top_nonneg [Nonempty n] {K : Matrix n n ℝ} (hK : K.PosSemidef) {m : n → ℝ}
    (hm : ∀ i, 0 < m i) : 0 ≤ top K m := by
  have h1 := hK.dotProduct_mulVec_nonneg (fun _ => (1 : ℝ))
  rw [star_trivial] at h1
  have h2 := rayleigh_le hK.1 hm (fun _ => (1 : ℝ))
  have hpos : 0 < ∑ i, m i * (1 : ℝ) ^ 2 :=
    Finset.sum_pos (fun i _ => by simpa using hm i) Finset.univ_nonempty
  by_contra h
  have h3 := mul_neg_of_neg_of_pos (not_le.1 h) hpos
  linarith
```

Symmetry alone would not give convexity: a single coordinate with $K=-1$ has $\mathrm{top}(m)=-1/m$, which is strictly concave. The convexity argument uses stability only through $\mathrm{top}\ge0$.

Let $z=ax+by$ be a mixture of mass vectors $x,y$, with weights $a,b\ge0$ and $a+b=1$. Let $u$ solve the equation of motion for $z$ at its top frequency, and put
$$Q=\sum_i z_iu_i^2>0,\qquad r_{m'}=\frac1Q\sum_i m'_iu_i^2$$
for any positive masses $m'$. Since $u^TKu=\omega(z)^2Q$, the Rayleigh bound for $m'$ gives $\omega(z)^2\le\omega(m')^2r_{m'}$. The convex function $r^{-1/2}$ lies above its tangent at $r=1$, hence
$$\omega(m')\ge\omega(z)\,r_{m'}^{-1/2}\ge\omega(z)\,\frac{3-r_{m'}}2 .$$
Because $ar_x+br_y=1$, averaging this over $m'=x$ and $m'=y$ gives
$$a\,\omega(x)+b\,\omega(y)\ge\omega(z)\,\frac{3-1}{2}=\omega(z).$$

In `maxFrequency_convexOn`, `key` is the tangent bound and the later `hr` is the average of the ratios. The code avoids the inverse square root. For $r\ge3$ the lower bound is nonpositive; for $r\le3$ it compares squares, using $4-r(3-r)^2=(1-r)^2(4-r)\ge0$.

```lean
/-- For positive semidefinite force constants, the maximum frequency is a convex function of
the positive masses. -/
theorem maxFrequency_convexOn [Nonempty n] {K : Matrix n n ℝ} (hK : K.PosSemidef) :
    ConvexOn ℝ {m : n → ℝ | ∀ i, 0 < m i} (maxFrequency K) := by
  have hconv : Convex ℝ {m : n → ℝ | ∀ i, 0 < m i} := by
    intro x hx y hy a b ha hb hab i
    have hx' : 0 < x i := hx i
    have hy' : 0 < y i := hy i
    show 0 < a * x i + b * y i
    rcases ha.eq_or_lt with h | h
    · have hb1 : b = 1 := by linarith
      rw [← h, hb1]
      linarith
    · linarith [mul_pos h hx', mul_nonneg hb hy'.le]
  refine ⟨hconv, ?_⟩
  intro x hx y hy a b ha hb hab
  have hz : ∀ i, 0 < (a • x + b • y) i := hconv hx hy ha hb hab
  obtain ⟨z, hzdef⟩ : ∃ z, z = a • x + b • y := ⟨_, rfl⟩
  rw [← hzdef] at hz ⊢
  -- the top mode `u` of the averaged crystal, used as a trial mode for the others
  obtain ⟨u, hu, h⟩ := (mem_squaredFrequencies_iff K hz _).1 (top_isGreatest hK.1 z).1
  obtain ⟨Q, hQ⟩ : ∃ Q, Q = ∑ i, z i * u i ^ 2 := ⟨_, rfl⟩
  have hQpos : 0 < Q := by
    obtain ⟨i, hi⟩ := Function.ne_iff.1 hu
    have hi' : u i ≠ 0 := hi
    rw [hQ]
    exact Finset.sum_pos' (fun j _ => mul_nonneg (hz j).le (sq_nonneg _))
      ⟨i, Finset.mem_univ i, mul_pos (hz i) (by positivity)⟩
  have hE : u ⬝ᵥ K *ᵥ u = top K z * Q := by
    rw [hQ]
    simp only [dotProduct, h, Finset.mul_sum]
    exact Finset.sum_congr rfl fun i _ => by ring
  -- tangent-line bound for `r ↦ r^(-1/2)` at `r = 1`
  have key : ∀ m' : n → ℝ, (∀ i, 0 < m' i) →
      maxFrequency K z * (3 - (∑ i, m' i * u i ^ 2) / Q) / 2 ≤ maxFrequency K m' := by
    intro m' hm'
    have h1 : maxFrequency K z ^ 2 ≤
        maxFrequency K m' ^ 2 * ((∑ i, m' i * u i ^ 2) / Q) := by
      unfold maxFrequency
      rw [Real.sq_sqrt (top_nonneg hK hz), Real.sq_sqrt (top_nonneg hK hm'),
        ← mul_div_assoc, le_div_iff₀ hQpos, ← hE]
      exact rayleigh_le hK.1 hm' u
    have hw : 0 ≤ maxFrequency K z := Real.sqrt_nonneg _
    have hs : 0 ≤ maxFrequency K m' := Real.sqrt_nonneg _
    generalize (∑ i, m' i * u i ^ 2) / Q = r at h1 ⊢
    generalize maxFrequency K z = w at h1 hw ⊢
    generalize maxFrequency K m' = s at h1 hs ⊢
    rcases le_total 3 r with hr | hr
    · nlinarith [mul_nonneg hw (sub_nonneg.2 hr)]
    · have h3 : 0 ≤ 3 - r := sub_nonneg.2 hr
      have h4 : 0 ≤ 4 - r := by linarith
      apply (sq_le_sq₀ (by positivity) hs).1
      have h5 := mul_le_mul_of_nonneg_right h1 (sq_nonneg (3 - r))
      have h6 := mul_nonneg (sq_nonneg s) (mul_nonneg (sq_nonneg (1 - r)) h4)
      linarith [h5, h6, show (w * (3 - r) / 2) ^ 2 = w ^ 2 * (3 - r) ^ 2 / 4 by ring,
        show s ^ 2 * ((1 - r) ^ 2 * (4 - r)) = 4 * s ^ 2 - s ^ 2 * r * (3 - r) ^ 2 by ring]
  -- the mass ratios average to one
  have hr : a * ((∑ i, x i * u i ^ 2) / Q) + b * ((∑ i, y i * u i ^ 2) / Q) = 1 := by
    have h1 : a * (∑ i, x i * u i ^ 2) + b * (∑ i, y i * u i ^ 2) = Q := by
      rw [hQ, hzdef, Finset.mul_sum, Finset.mul_sum, ← Finset.sum_add_distrib]
      refine Finset.sum_congr rfl fun i _ => ?_
      simp only [Pi.add_apply, Pi.smul_apply, smul_eq_mul]
      ring
    rw [← mul_div_assoc, ← mul_div_assoc, ← add_div, h1, div_self hQpos.ne']
  have e1 := mul_le_mul_of_nonneg_left (key x hx) ha
  have e2 := mul_le_mul_of_nonneg_left (key y hy) hb
  rw [smul_eq_mul, smul_eq_mul]
  refine le_trans (le_of_eq ?_) (add_le_add e1 e2)
  linear_combination (-(3 / 2) * maxFrequency K z) * hab + (maxFrequency K z / 2) * hr
```

Squaring preserves convexity for a nonnegative function:
$$\omega(z)^2\le(a\omega(x)+b\omega(y))^2\le a\,\omega(x)^2+b\,\omega(y)^2 .$$
`top_convexOn` does this with `pow`, then replaces $\omega^2$ by `top`.

```lean
/-- For positive semidefinite force constants, the squared maximum frequency is a convex
function of the positive masses. -/
theorem top_convexOn [Nonempty n] {K : Matrix n n ℝ} (hK : K.PosSemidef) :
    ConvexOn ℝ {m : n → ℝ | ∀ i, 0 < m i} (top K) :=
  ((maxFrequency_convexOn hK).pow (fun _ _ => Real.sqrt_nonneg _) 2).congr
    fun _ hm => Real.sq_sqrt (top_nonneg hK hm)
```

## Probabilities, and one $K$ for all configurations

Configuration $k$ has mass vector $m_k$ and probability $p_k$, with $p_k\ge0$ and $\sum_kp_k=1$. Correlations between sites are allowed. Jensen's inequality, `map_sum_le` in the code, gives
$$\mathrm{top}\Big(\sum_kp_km_k\Big)\le\sum_kp_k\,\mathrm{top}(m_k).$$

Both conditions on the weights matter for an oscillator with $K=1$. Weights $2,-1$ on masses $2,1$ give $1/3$ on the left and $0$ on the right. A single weight $1/2$ on mass $1$ gives $2$ and $1/2$.

```lean
/-- Let positive mass configurations `m k` occur with probabilities `p k`, and let the force
constants be positive semidefinite. The squared maximum frequency of the virtual crystal, which
has the mean masses, is at most the mean squared maximum frequency. -/
theorem virtual_crystal_le [Nonempty n] {ι : Type*} [Fintype ι] {K : Matrix n n ℝ}
    (hK : K.PosSemidef) (p : ι → ℝ) (m : ι → n → ℝ) (hp : ∀ k, 0 ≤ p k)
    (hp1 : ∑ k, p k = 1) (hm : ∀ k i, 0 < m k i) :
    top K (∑ k, p k • m k) ≤ ∑ k, p k * top K (m k) :=
  (top_convexOn hK).map_sum_le (fun k _ => hp k) hp1 (fun k _ => hm k)
```

The same `K` appears on both sides, as suits isotopes in the Born–Oppenheimer picture at fixed geometry. If stiffness varies too and is also averaged, the bound can fail: equally likely oscillators with (stiffness, mass) $(1,1)$ and $(4,2)$ have mean squared frequency $3/2$, while the averaged oscillator has $5/3$.

In a supercell calculation at zero wavevector, $K$ is computed once. For each isotope assignment, $K_{ij}$ is divided by $\sqrt{m_im_j}$, the matrix is diagonalised and its largest eigenvalue enters the average. The virtual crystal needs one diagonalisation, with the mean mass at each site. The theorem compares these two numbers when the average runs over all assignments, weighted by their probabilities. For an equally weighted random sample, it applies with the masses averaged over that same sample. It does not address linewidths, anharmonicity or complex dynamical matrices at general wavevectors.

## Two different masses

For one oscillator with spring constant $k>0$, $\mathrm{top}(m)=k/m$. If masses $x,y>0$ are equally likely,
$$\frac12\left(\frac kx+\frac ky\right)-\frac{2k}{x+y}=\frac{k(x-y)^2}{2xy(x+y)} .$$
The condition $x\ne y$ represents actual disorder and makes the difference positive; for $x=y$ it vanishes. `virtual_crystal_strict` obtains $k/m$ from the equation of motion and then checks this identity. With $k=1$ and masses $1$ and $3$, the virtual crystal gives $1/2$ and the average is $2/3$.

```lean
/-- For a single oscillator with spring constant `k > 0` and two different, equally likely
positive masses, the virtual crystal strictly underestimates the mean squared frequency. -/
theorem virtual_crystal_strict {k x y : ℝ} (hk : 0 < k) (hx : 0 < x) (hy : 0 < y)
    (hxy : x ≠ y) :
    top !![k] (fun _ => (x + y) / 2) <
      (top !![k] (fun _ => x) + top !![k] (fun _ => y)) / 2 := by
  have hH : (!![k] : Matrix (Fin 1) (Fin 1) ℝ).IsHermitian :=
    Matrix.IsHermitian.ext fun i j => by rw [Subsingleton.elim i j, star_trivial]
  -- one oscillator has squared frequency `k / z`
  have h : ∀ z : ℝ, 0 < z → top !![k] (fun _ => z) = k / z := by
    intro z hz
    obtain ⟨u, hu, h⟩ :=
      (mem_squaredFrequencies_iff !![k] (fun _ => hz) _).1 (top_isGreatest hH fun _ => z).1
    have h0 : k * u 0 = top !![k] (fun _ => z) * (z * u 0) := by
      rw [← h 0]
      simp [Matrix.mulVec, dotProduct]
    have hu0 : u 0 ≠ 0 := fun h1 => hu (by
      funext i
      rw [Subsingleton.elim i 0]
      exact h1)
    rw [eq_div_iff hz.ne']
    apply mul_right_cancel₀ hu0
    linear_combination -h0
  rw [h _ (by positivity), h x hx, h y hy]
  have hd : 0 < (x - y) ^ 2 := by
    have := sub_ne_zero.2 hxy
    positivity
  have hpos : 0 < k * (x - y) ^ 2 / (2 * x * y * (x + y)) :=
    div_pos (mul_pos hk hd) (by positivity)
  have he : (k / x + k / y) / 2 - k / ((x + y) / 2) =
      k * (x - y) ^ 2 / (2 * x * y * (x + y)) := by
    have hs : x + y ≠ 0 := by positivity
    field_simp
    ring
  linarith

end

end VirtualCrystal
```

```lean
#print axioms VirtualCrystal.virtual_crystal_le
-- 'VirtualCrystal.virtual_crystal_le' depends on axioms: [propext, Classical.choice, Quot.sound]
#print axioms VirtualCrystal.virtual_crystal_strict
-- 'VirtualCrystal.virtual_crystal_strict' depends on axioms: [propext, Classical.choice, Quot.sound]
```
